# A potential step's amplitude scattering matrix conserves flux but is not unitary when the velocities differ

The theorem `step_witness` concerns the 2×2 matrix `stepS k₁ k₂`, defined by its entries as the amplitude scattering matrix of a one-dimensional potential step, with reflection amplitudes ±(k₁ − k₂)/(k₁ + k₂) and transmission amplitudes 2k₁/(k₁ + k₂) and 2k₂/(k₁ + k₂). For real velocities k₁, k₂ > 0 with k₁ ≠ k₂, it states that S preserves the current k₁|a₁|² + k₂|a₂|² for every complex amplitude vector a, and that S is not unitary. The amplitudes are not flux-normalised: the conserved current weights each squared modulus by its channel velocity, whereas unitarity would preserve the unweighted sum. The attempt rewrites conservation as S†VS = V, where V = diag(k₁, k₂), with `conservesFlux_iff_gram`, checks the four entries with `simp`, `field_simp` and `ring`, and refutes unitarity from the squared moduli in the first column.

An attempt in Lean 4 with a fault in it:

```lean
import Mathlib

open Matrix

namespace FluxUnitarity

noncomputable section

variable {n : Type*} [Fintype n] [DecidableEq n]

/-- Current carried by channel amplitudes `a` with channel velocities `v`: `∑ vᵢ |aᵢ|²`. -/
def flux (v : n → ℝ) (a : n → ℂ) : ℝ := ∑ i, v i * ‖a i‖ ^ 2

/-- `S` conserves flux: the outgoing amplitudes `S a` carry the same current as the
incoming amplitudes `a`, for every `a`. -/
def ConservesFlux (v : n → ℝ) (S : Matrix n n ℂ) : Prop :=
  ∀ a, flux v (S *ᵥ a) = flux v a

/-- The velocity matrix `V = diag(v)`. -/
def velMat (v : n → ℝ) : Matrix n n ℂ := diagonal fun i => (v i : ℂ)

/-- Amplitude scattering matrix of a one-dimensional potential step between regions with
velocities `k₁` and `k₂`. -/
def stepS (k₁ k₂ : ℝ) : Matrix (Fin 2) (Fin 2) ℂ :=
  !![(((k₁ - k₂) / (k₁ + k₂) : ℝ) : ℂ), ((2 * k₂ / (k₁ + k₂) : ℝ) : ℂ);
     ((2 * k₁ / (k₁ + k₂) : ℝ) : ℂ), (((k₂ - k₁) / (k₁ + k₂) : ℝ) : ℂ)]

/-- The current is the Hermitian form `a† V a`. -/
theorem flux_eq_form (v : n → ℝ) (a : n → ℂ) :
    (flux v a : ℂ) = star a ⬝ᵥ velMat v *ᵥ a := by
  simp only [flux, velMat, dotProduct, mulVec_diagonal, Pi.star_apply, Complex.star_def]
  push_cast
  refine Finset.sum_congr rfl fun i _ => ?_
  linear_combination (-(v i : ℂ)) * Complex.conj_mul' (a i)

/-- Polarization: a complex matrix with `a† M a = 0` for every `a` is zero. -/
theorem eq_zero_of_form_eq_zero (M : Matrix n n ℂ) (h : ∀ a, star a ⬝ᵥ M *ᵥ a = 0) :
    M = 0 := by
  -- test with the superpositions `x + y` and `x + i y`
  have key : ∀ x y : n → ℂ, star x ⬝ᵥ M *ᵥ y = 0 := by
    intro x y
    have h1 := h (x + y)
    have h2 := h (x + Complex.I • y)
    simp only [star_add, star_smul, mulVec_add, mulVec_smul, add_dotProduct, dotProduct_add,
      smul_dotProduct, dotProduct_smul, h x, h y, smul_eq_mul, Complex.star_def,
      Complex.conj_I] at h1 h2
    linear_combination (1 / 2) * h1 + (-Complex.I / 2) * h2
      + ((star x ⬝ᵥ M *ᵥ y - star y ⬝ᵥ M *ᵥ x) / 2) * Complex.I_sq
  ext i j
  have hij := key (Pi.single i 1) (Pi.single j 1)
  have hs : star (Pi.single i (1 : ℂ) : n → ℂ) = Pi.single i 1 := by
    funext k
    by_cases hk : k = i <;> simp [hk]
  rw [hs] at hij
  simpa using hij

/-- For any real channel velocities, `S` conserves flux if and only if `S† V S = V`. -/
theorem conservesFlux_iff_gram (v : n → ℝ) (S : Matrix n n ℂ) :
    ConservesFlux v S ↔ Sᴴ * velMat v * S = velMat v := by
  have hform : ∀ a, (flux v (S *ᵥ a) : ℂ) = star a ⬝ᵥ (Sᴴ * velMat v * S) *ᵥ a := by
    intro a
    rw [flux_eq_form, star_mulVec, ← dotProduct_mulVec]
    simp only [mulVec_mulVec, Matrix.mul_assoc]
  constructor
  · intro h
    refine sub_eq_zero.1 (eq_zero_of_form_eq_zero _ fun a => ?_)
    rw [sub_mulVec, dotProduct_sub, ← hform, ← flux_eq_form, h a, sub_self]
  · intro h a
    have := hform a
    rw [h, ← flux_eq_form] at this
    exact_mod_cast this

/-- The squared moduli of the entries of a unitary matrix sum to one along every column and
along every row. -/
theorem unitary_normSq_sums (U : Matrix n n ℂ) (hU : U ∈ unitaryGroup n ℂ) :
    (∀ j, ∑ i, ‖U i j‖ ^ 2 = 1) ∧ ∀ i, ∑ j, ‖U i j‖ ^ 2 = 1 := by
  constructor
  · intro j
    have h := congrFun (congrFun (mem_unitaryGroup_iff'.1 hU) j) j
    simp only [Matrix.mul_apply, star_apply, one_apply_eq, Complex.star_def,
      Complex.conj_mul'] at h
    exact_mod_cast h
  · intro i
    have h := congrFun (congrFun (mem_unitaryGroup_iff.1 hU) i) i
    simp only [Matrix.mul_apply, star_apply, one_apply_eq, Complex.star_def,
      Complex.mul_conj'] at h
    exact_mod_cast h

/-- The scattering matrix of a potential step with unequal positive velocities conserves
flux, but is not itself unitary. -/
theorem step_witness (k₁ k₂ : ℝ) (h₁ : 0 < k₁) (h₂ : 0 < k₂) (hne : k₁ ≠ k₂) :
    ConservesFlux ![k₁, k₂] (stepS k₁ k₂) ∧ stepS k₁ k₂ ∉ unitaryGroup (Fin 2) ℂ := by
  have hk : (k₁ : ℂ) + k₂ ≠ 0 := by exact_mod_cast (add_pos h₁ h₂).ne'
  constructor
  · rw [conservesFlux_iff_gram]
    ext i j
    fin_cases i <;> fin_cases j <;>
      simp [stepS, velMat, Matrix.mul_apply, Fin.sum_univ_two, conjTranspose_apply,
        diagonal_apply] <;> field_simp <;> ring
  · intro hU
    -- the first column is not normalized
    have h := (unitary_normSq_sums _ hU).1 0
    have e0 : stepS k₁ k₂ 0 0 = (((k₁ - k₂) / (k₁ + k₂) : ℝ) : ℂ) := rfl
    have e1 : stepS k₁ k₂ 1 0 = ((2 * k₁ / (k₁ + k₂) : ℝ) : ℂ) := rfl
    rw [Fin.sum_univ_two, e0, e1] at h
    simp only [Complex.norm_real, Real.norm_eq_abs, sq_abs] at h
    rw [div_pow, div_pow, ← add_div, div_eq_one_iff_eq (by positivity)] at h
    have h0 : k₁ * (k₁ - k₂) = 0 := by nlinarith [h]
    exact mul_ne_zero h₁.ne' (sub_ne_zero.2 hne) h0

end

end FluxUnitarity
```

Messages:

```
Try this:
  [apply] ring_nf
  
  The `ring` tactic failed to close the goal. Use `ring_nf` to obtain a normal form.
    
  Note that `ring` works primarily in *commutative* rings. If you have a noncommutative ring, abelian group or module, consider using `noncomm_ring`, `abel` or `module` instead.
Try this:
  [apply] ring_nf
  
  The `ring` tactic failed to close the goal. Use `ring_nf` to obtain a normal form.
    
  Note that `ring` works primarily in *commutative* rings. If you have a noncommutative ring, abelian group or module, consider using `noncomm_ring`, `abel` or `module` instead.
Try this:
  [apply] ring_nf
  
  The `ring` tactic failed to close the goal. Use `ring_nf` to obtain a normal form.
    
  Note that `ring` works primarily in *commutative* rings. If you have a noncommutative ring, abelian group or module, consider using `noncomm_ring`, `abel` or `module` instead.
Try this:
  [apply] ring_nf
  
  The `ring` tactic failed to close the goal. Use `ring_nf` to obtain a normal form.
    
  Note that `ring` works primarily in *commutative* rings. If you have a noncommutative ring, abelian group or module, consider using `noncomm_ring`, `abel` or `module` instead.
Main.lean:95:2: error: unsolved goals
case left.«0».«0»
k₁ k₂ : ℝ
h₁ : 0 < k₁
h₂ : 0 < k₂
hne : k₁ ≠ k₂
hk : ↑k₁ + ↑k₂ ≠ 0
⊢ ↑k₁ * ↑k₂ ^ 2 - ↑k₁ ^ 2 * ↑k₂ * 2 + ↑k₁ ^ 2 * ↑k₂ * (starRingEnd ℂ) 2 * 2 + ↑k₁ ^ 3 =
    ↑k₁ * ↑k₂ ^ 2 + ↑k₁ ^ 2 * ↑k₂ * 2 + ↑k₁ ^ 3

case left.«0».«1»
k₁ k₂ : ℝ
h₁ : 0 < k₁
h₂ : 0 < k₂
hne : k₁ ≠ k₂
hk : ↑k₁ + ↑k₂ ≠ 0
⊢ -(↑k₁ * ↑k₂ ^ 2 * 2) + ↑k₁ * ↑k₂ ^ 2 * (starRingEnd ℂ) 2 + ↑k₁ ^ 2 * ↑k₂ * 2 - ↑k₁ ^ 2 * ↑k₂ * (starRingEnd ℂ) 2 = 0

case left.«1».«0»
k₁ k₂ : ℝ
h₁ : 0 < k₁
h₂ : 0 < k₂
hne : k₁ ≠ k₂
hk : ↑k₁ + ↑k₂ ≠ 0
⊢ -(↑k₂ * ↑k₁ ^ 2 * 2) + ↑k₂ * ↑k₁ ^ 2 * (starRingEnd ℂ) 2 + ↑k₂ ^ 2 * ↑k₁ * 2 - ↑k₂ ^ 2 * ↑k₁ * (starRingEnd ℂ) 2 = 0

case left.«1».«1»
k₁ k₂ : ℝ
h₁ : 0 < k₁
h₂ : 0 < k₂
hne : k₁ ≠ k₂
hk : ↑k₁ + ↑k₂ ≠ 0
⊢ ↑k₂ * ↑k₁ ^ 2 + ↑k₂ ^ 2 * (starRingEnd ℂ) 2 * ↑k₁ * 2 - ↑k₂ ^ 2 * ↑k₁ * 2 + ↑k₂ ^ 3 =
    ↑k₂ * ↑k₁ ^ 2 + ↑k₂ ^ 2 * ↑k₁ * 2 + ↑k₂ ^ 3
```

What went wrong. The four "Try this: `ring_nf`" notes report that `ring` failed on each of the four matrix entries, and the error at line 95 lists the four goals left open. Each contains `(starRingEnd ℂ) 2`, the complex conjugate of the numeral 2, which comes from taking the conjugate transpose of the entries 2k₁/(k₁ + k₂) and 2k₂/(k₁ + k₂). The `simp` call removed the conjugation from `↑k₁` and `↑k₂` but left it on the numeral. `ring` treats this term as an unknown quantity, and the equations are not polynomial identities in it. In the first goal, with c for the conjugate, the coefficient of k₁²k₂ is −2 + 2c on the left and 2 on the right, which agree only at c = 2. All four goals become identities at that value.

The first change proves `hc : (starRingEnd ℂ) 2 = 2` by `map_ofNat`, which says that a ring homomorphism fixes such numerals. The second adds `hc` to the `simp` list, so the conjugate is rewritten to 2 before `field_simp` and `ring` run, and the entries then close.

Lean accepts the file once it reads:

```diff
@@ -92,4 +92,5 @@
     ConservesFlux ![k₁, k₂] (stepS k₁ k₂) ∧ stepS k₁ k₂ ∉ unitaryGroup (Fin 2) ℂ := by
   have hk : (k₁ : ℂ) + k₂ ≠ 0 := by exact_mod_cast (add_pos h₁ h₂).ne'
+  have hc : (starRingEnd ℂ) 2 = 2 := map_ofNat (starRingEnd ℂ) 2
   constructor
   · rw [conservesFlux_iff_gram]
@@ -97,5 +98,5 @@
     fin_cases i <;> fin_cases j <;>
       simp [stepS, velMat, Matrix.mul_apply, Fin.sum_univ_two, conjTranspose_apply,
-        diagonal_apply] <;> field_simp <;> ring
+        diagonal_apply, hc] <;> field_simp <;> ring
   · intro hU
     -- the first column is not normalized
```
